# Every plane group with a sixfold rotation is symmorphic

Suppose fractional translations could survive in a plane group with a sixfold rotation. A list of such groups would then need extra entries, in which no single origin makes all the translation parts lattice vectors. I believe there are none: in hexagonal axes, with lattice $\mathbb Z^2$, one shift of the origin should make every translation part an integer vector. The linear parts should only have to respect the sixfold rotation, as symmetries of a hexagonal lattice do. Can this be made rigorous and machine-checked?

## Placing the origin on the sixfold centre

Yes. Write an operation $g$ as $x\mapsto Rx+t$, with product $(R,t)(R',t')=(RR',\,t+Rt')$. Seen from a new origin $s$, its translation part is
$$u_g=t+Rs-s.$$
Let $G$ be the group, with pure translations exactly $\mathbb Z^2$, and let $z=(Z,t_z)\in G$ with
$$Z=\begin{pmatrix}1&-1\\1&0\end{pmatrix},\qquad I-Z=Z^{-1}=\begin{pmatrix}0&1\\-1&1\end{pmatrix},\qquad I-Z^{-1}=Z.$$
Assume that $RZR^{-1}$ is $Z$ or $Z^{-1}$ for every linear part $R$ of $G$.

1. If $g,h\in G$ have the same linear part, $gh^{-1}$ is the pure translation by $t_g-t_h$, so this difference is in $\mathbb Z^2$. Since $u_g-u_h=t_g-t_h$, the same holds from any origin.
2. The condition $u_z=0$ reads $(I-Z)s=t_z$, so $s=Zt_z$. From this origin $z=(Z,0)$ and $z^{-1}=(Z^{-1},0)$.
3. Take $g=(R,u)$ in the new coordinates, and let $W=RZR^{-1}$, with $w=z$ or $w=z^{-1}$ accordingly. Then $gz=(RZ,u)$ and $wg=(WR,Wu)$ have the same linear part. By step 1, $(I-W)u\in\mathbb Z^2$. The inverse of $I-W$ is $Z$ or $Z^{-1}$, an integer matrix, so $u\in\mathbb Z^2$.
4. Conversely, let $g$ have an integer $u_g$ and the linear part of some $k\in G$. Then $t_g-t_k=u_g-u_k$ is a lattice vector, and $g$ is this translation times $k$, hence in $G$.

The slip to avoid is comparing $gz$ with $zg$ throughout. For a reflection these have different linear parts, and step 1 says nothing about them; the partner of $gz$ is then $z^{-1}g$.

In the smallest case, $G$ is generated by $z$ and the lattice translations. All linear parts are powers of $Z$, so $w=z$ always. With $t_z=(\tfrac12,0)$, the new origin is $s=(\tfrac12,\tfrac12)$.

## Why preserving lengths is enough

In axes of equal length at 120°, with the lattice constant as unit, the squared length is $v_0^2-v_0v_1+v_1^2=\tfrac12v^{T}Mv$, with $M=\begin{pmatrix}2&-1\\-1&2\end{pmatrix}$. If $R=\begin{pmatrix}a&b\\c&d\end{pmatrix}$ preserves it, then $R^TMR=M$, so $\det R=\pm1$. Comparing entries in $MR=(R^{T})^{-1}M$ gives two cases:

- For $\det R=1$, $d=a-c$ and $b=-c$. Then $R=(a-c)I+cZ$, which commutes with $Z$.
- For $\det R=-1$, $a=-d$ and $b=c+d$. Then
$$RZ=\begin{pmatrix}c&d\\c+d&-c\end{pmatrix}=Z^{-1}R.$$

## The Lean file

```lean
import Mathlib

open Matrix

namespace HexagonalPlaneGroups

noncomputable section

/-- Real two-by-two matrices. -/
abbrev Mat := Matrix (Fin 2) (Fin 2) ℝ

/-- A plane Seitz operator `x ↦ R x + t` with invertible linear part `R`. -/
@[ext] structure Seitz where
  /-- the linear part -/
  rot : Matˣ
  /-- the translation part -/
  trans : Fin 2 → ℝ

namespace Seitz

instance : Mul Seitz := ⟨fun g h => ⟨g.rot * h.rot, g.trans + g.rot.val *ᵥ h.trans⟩⟩

instance : One Seitz := ⟨⟨1, 0⟩⟩

instance : Inv Seitz := ⟨fun g => ⟨g.rot⁻¹, -((g.rot⁻¹).val *ᵥ g.trans)⟩⟩

lemma mul_rot (g h : Seitz) : (g * h).rot = g.rot * h.rot := rfl

lemma mul_trans (g h : Seitz) : (g * h).trans = g.trans + g.rot.val *ᵥ h.trans := rfl

lemma one_rot : (1 : Seitz).rot = 1 := rfl

lemma one_trans : (1 : Seitz).trans = 0 := rfl

lemma inv_rot (g : Seitz) : (g⁻¹).rot = g.rot⁻¹ := rfl

lemma inv_trans (g : Seitz) : (g⁻¹).trans = -((g.rot⁻¹).val *ᵥ g.trans) := rfl

/-- Seitz operators form a group under composition. -/
instance : Group Seitz where
  mul_assoc a b c := Seitz.ext (mul_assoc _ _ _) (by
    simp only [mul_trans, mul_rot, Units.val_mul, mulVec_add, mulVec_mulVec, add_assoc])
  one_mul a := Seitz.ext (one_mul _) (by
    simp only [mul_trans, one_rot, one_trans, Units.val_one, one_mulVec, zero_add])
  mul_one a := Seitz.ext (mul_one _) (by
    simp only [mul_trans, one_trans, mulVec_zero, add_zero])
  inv_mul_cancel a := Seitz.ext (inv_mul_cancel _) (by
    simp only [mul_trans, inv_trans, inv_rot, one_trans, neg_add_cancel])

end Seitz

open Seitz

/-- The pure translation by `t`. -/
def translation (t : Fin 2 → ℝ) : Seitz := ⟨1, t⟩

/-- The lattice `Z²` of integer vectors. -/
def lattice : AddSubgroup (Fin 2 → ℝ) where
  carrier := {t | (∃ m : ℤ, (m : ℝ) = t 0) ∧ ∃ n : ℤ, (n : ℝ) = t 1}
  zero_mem' := ⟨⟨0, by simp⟩, ⟨0, by simp⟩⟩
  add_mem' := by
    rintro a b ⟨⟨m, hm⟩, ⟨n, hn⟩⟩ ⟨⟨k, hk⟩, ⟨l, hl⟩⟩
    exact ⟨⟨m + k, by simp [hm, hk]⟩, ⟨n + l, by simp [hn, hl]⟩⟩
  neg_mem' := by
    rintro a ⟨⟨m, hm⟩, ⟨n, hn⟩⟩
    exact ⟨⟨-m, by simp [hm]⟩, ⟨-n, by simp [hn]⟩⟩

lemma mem_lattice {t : Fin 2 → ℝ} :
    t ∈ lattice ↔ (∃ m : ℤ, (m : ℝ) = t 0) ∧ ∃ n : ℤ, (n : ℝ) = t 1 := Iff.rfl

/-- The pure translations in `G` are exactly those by integer vectors. -/
def HasLattice (G : Subgroup Seitz) : Prop := ∀ t, translation t ∈ G ↔ t ∈ lattice

/-- The translation part of `g` after the origin is moved to `s`. -/
def shifted (s : Fin 2 → ℝ) (g : Seitz) : Fin 2 → ℝ := g.trans + g.rot.val *ᵥ s - s

/-- Seen from the origin `s`, the group `G` consists of all operators that combine a linear part
of `G` with a lattice translation. -/
def IsSymmorphicAt (G : Subgroup Seitz) (s : Fin 2 → ℝ) : Prop :=
  ∀ g, g ∈ G ↔ (∃ h ∈ G, h.rot = g.rot) ∧ shifted s g ∈ lattice

/-- The sixfold rotation `[[1,-1],[1,0]]` in hexagonal axes. -/
def sixfold : Matˣ where
  val := !![1, -1; 1, 0]
  inv := !![0, 1; -1, 1]
  val_inv := by
    ext i j; fin_cases i <;> fin_cases j <;> simp [Matrix.mul_apply, Fin.sum_univ_two]
  inv_val := by
    ext i j; fin_cases i <;> fin_cases j <;> simp [Matrix.mul_apply, Fin.sum_univ_two]

lemma sixfold_val : sixfold.val = !![1, -1; 1, 0] := rfl

lemma sixfold_inv_val : (sixfold⁻¹).val = !![0, 1; -1, 1] := rfl

lemma sixfold_mulVec (u : Fin 2 → ℝ) : sixfold.val *ᵥ u = ![u 0 - u 1, u 0] := by
  rw [sixfold_val]
  ext i
  fin_cases i <;> simp [Matrix.mulVec, dotProduct, Fin.sum_univ_two]
  ring

lemma sixfold_inv_mulVec (u : Fin 2 → ℝ) : (sixfold⁻¹).val *ᵥ u = ![u 1, u 1 - u 0] := by
  rw [sixfold_inv_val]
  ext i
  fin_cases i <;> simp [Matrix.mulVec, dotProduct, Fin.sum_univ_two]
  ring

/-- If a vector and its image under a rotation by the sixfold matrix or its inverse differ by a
lattice vector, the vector itself lies in the lattice. -/
theorem mem_lattice_of_sub_rotated {W : Matˣ} (hW : W = sixfold ∨ W = sixfold⁻¹)
    {u : Fin 2 → ℝ} (h : u - W.val *ᵥ u ∈ lattice) : u ∈ lattice := by
  rcases hW with rfl | rfl
  · rw [sixfold_mulVec] at h
    obtain ⟨⟨m, hm⟩, ⟨n, hn⟩⟩ := mem_lattice.1 h
    simp only [Pi.sub_apply, cons_val_zero, cons_val_one] at hm hn
    exact mem_lattice.2 ⟨⟨m - n, by push_cast; linarith⟩, ⟨m, by linarith⟩⟩
  · rw [sixfold_inv_mulVec] at h
    obtain ⟨⟨m, hm⟩, ⟨n, hn⟩⟩ := mem_lattice.1 h
    simp only [Pi.sub_apply, cons_val_zero, cons_val_one] at hm hn
    exact mem_lattice.2 ⟨⟨n, by linarith⟩, ⟨n - m, by push_cast; linarith⟩⟩

lemma translation_mul {g h : Seitz} (e : g.rot = h.rot) :
    translation (g.trans - h.trans) * h = g :=
  Seitz.ext (by rw [mul_rot, e]; exact one_mul _) (by
    simp only [mul_trans, translation, Units.val_one, one_mulVec, sub_add_cancel])

/-- If the pure translations in `G` are exactly those by integer vectors, the translation parts of
two operators of `G` with the same linear part differ by a lattice vector. -/
theorem sub_mem_of_rot_eq {G : Subgroup Seitz} (hL : HasLattice G) {g h : Seitz}
    (hg : g ∈ G) (hh : h ∈ G) (e : g.rot = h.rot) : g.trans - h.trans ∈ lattice := by
  rw [← hL, eq_mul_inv_of_mul_eq (translation_mul e)]
  exact G.mul_mem hg (G.inv_mem hh)

/-- If the pure translations in `G` are exactly those by integer vectors, then `G` is symmorphic at
`s` exactly when all its translation parts seen from `s` are integer. -/
theorem isSymmorphicAt_iff {G : Subgroup Seitz} (hL : HasLattice G) (s : Fin 2 → ℝ) :
    IsSymmorphicAt G s ↔ ∀ g ∈ G, shifted s g ∈ lattice := by
  refine ⟨fun h g hg => ((h g).1 hg).2, fun h g => ⟨fun hg => ⟨⟨g, hg, rfl⟩, h g hg⟩, ?_⟩⟩
  rintro ⟨⟨k, hk, e⟩, hs⟩
  have hd : g.trans - k.trans ∈ lattice := by
    convert lattice.sub_mem hs (h k hk) using 1
    simp only [shifted, e]
    abel
  rw [← translation_mul e.symm]
  exact G.mul_mem ((hL _).2 hd) hk

/-- A plane group with lattice `Z²` that contains the sixfold rotation as a linear part, and whose
linear parts conjugate it to itself or its inverse, is symmorphic. -/
theorem symmorphic_of_sixfold {G : Subgroup Seitz} (hL : HasLattice G)
    (hZ : ∃ z ∈ G, z.rot = sixfold)
    (hconj : ∀ g ∈ G, g.rot * sixfold * g.rot⁻¹ = sixfold ∨
      g.rot * sixfold * g.rot⁻¹ = sixfold⁻¹) :
    ∃ s, IsSymmorphicAt G s := by
  obtain ⟨z, hz, hr⟩ := hZ
  -- the new origin is the fixed point of the sixfold operator
  obtain ⟨s, hs⟩ : ∃ s, z.trans = s - z.rot.val *ᵥ s := by
    refine ⟨![z.trans 0 - z.trans 1, z.trans 0], ?_⟩
    rw [hr, sixfold_mulVec]
    ext i; fin_cases i <;> simp
  have hs' : (z⁻¹).trans = s - (z⁻¹).rot.val *ᵥ s := by
    rw [inv_trans, hs, mulVec_sub, mulVec_mulVec, inv_rot, Units.inv_mul, one_mulVec]
    abel
  refine ⟨s, (isSymmorphicAt_iff hL s).2 fun g hg => ?_⟩
  -- compare `g z` with `w g`, where `w` is `z` or its inverse
  have key : ∀ w ∈ G, w.trans = s - w.rot.val *ᵥ s → g.rot * z.rot = w.rot * g.rot →
      shifted s g - w.rot.val *ᵥ shifted s g ∈ lattice := by
    intro w hw hws e
    have e' : g.rot.val * z.rot.val = w.rot.val * g.rot.val := congrArg Units.val e
    convert sub_mem_of_rot_eq hL (G.mul_mem hg hz) (G.mul_mem hw hg) e using 1
    simp only [shifted, mul_trans, hs, hws, mulVec_sub, mulVec_add, mulVec_mulVec, e']
    abel
  rcases hconj g hg with h | h
  · exact mem_lattice_of_sub_rotated (Or.inl hr)
      (key z hz hs (by rw [hr]; exact mul_inv_eq_iff_eq_mul.1 h))
  · exact mem_lattice_of_sub_rotated (Or.inr (by rw [inv_rot, hr]))
      (key z⁻¹ (G.inv_mem hz) hs' (by rw [inv_rot, hr]; exact mul_inv_eq_iff_eq_mul.1 h))

/-- If `G` has the sixfold linear part and is symmorphic at `s`, it is symmorphic at `s'` exactly
when `s'` and `s` differ by a lattice vector. -/
theorem symmorphic_origin_unique {G : Subgroup Seitz} (hL : HasLattice G)
    (hZ : ∃ z ∈ G, z.rot = sixfold) {s : Fin 2 → ℝ} (hs : IsSymmorphicAt G s)
    (s' : Fin 2 → ℝ) : IsSymmorphicAt G s' ↔ s' - s ∈ lattice := by
  rw [isSymmorphicAt_iff hL] at hs ⊢
  constructor
  · intro hs'
    obtain ⟨z, hz, hr⟩ := hZ
    apply mem_lattice_of_sub_rotated (Or.inl hr)
    convert lattice.sub_mem (hs z hz) (hs' z hz) using 1
    simp only [shifted, mulVec_sub]
    abel
  · intro hd g hg
    -- linear parts of `G` map the lattice into itself
    have hR : g.rot.val *ᵥ (s' - s) ∈ lattice := by
      have h := sub_mem_of_rot_eq hL (G.mul_mem hg ((hL _).2 hd)) hg (mul_one g.rot)
      simpa only [mul_trans, translation, add_sub_cancel_left] using h
    convert lattice.add_mem (hs g hg) (lattice.sub_mem hR hd) using 1
    simp only [shifted, mulVec_sub]
    abel

/-- The squared length, in units of the lattice constant, of a vector given in hexagonal axes
at 120 degrees. -/
def hexNormSq (v : Fin 2 → ℝ) : ℝ := v 0 ^ 2 - v 0 * v 1 + v 1 ^ 2

/-- A linear map that preserves hexagonal lengths conjugates the sixfold rotation to itself or to
its inverse. -/
theorem conj_sixfold_of_isometry (R : Matˣ)
    (h : ∀ v, hexNormSq (R.val *ᵥ v) = hexNormSq v) :
    R * sixfold * R⁻¹ = sixfold ∨ R * sixfold * R⁻¹ = sixfold⁻¹ := by
  have h1 := h ![1, 0]
  have h2 := h ![0, 1]
  have h3 := h ![1, 1]
  simp only [hexNormSq, Matrix.mulVec, dotProduct, Fin.sum_univ_two, cons_val_zero,
    cons_val_one] at h1 h2 h3
  rw [mul_inv_eq_iff_eq_mul, mul_inv_eq_iff_eq_mul, Units.ext_iff, Units.ext_iff,
    Units.val_mul, Units.val_mul, Units.val_mul, sixfold_inv_val, sixfold_val]
  generalize R.val = A at *
  obtain ⟨a, ha⟩ : ∃ a, a = A 0 0 := ⟨_, rfl⟩
  obtain ⟨b, hb⟩ : ∃ b, b = A 0 1 := ⟨_, rfl⟩
  obtain ⟨c, hc⟩ : ∃ c, c = A 1 0 := ⟨_, rfl⟩
  obtain ⟨d, hd⟩ : ∃ d, d = A 1 1 := ⟨_, rfl⟩
  rw [← ha, ← hb, ← hc, ← hd] at h1 h2 h3
  have h11 : a ^ 2 - a * c + c ^ 2 = 1 := by linear_combination h1
  have h22 : b ^ 2 - b * d + d ^ 2 = 1 := by linear_combination h2
  have h12 : 2 * a * b - a * d - b * c + 2 * c * d = -1 := by linear_combination h3 - h1 - h2
  -- the determinant is 1 (rotation) or -1 (reflection)
  have hdet : (a * d - b * c) ^ 2 = 1 := by
    linear_combination (4 / 3) * (b ^ 2 - b * d + d ^ 2) * h11 + (4 / 3) * h22
      - (1 / 3) * (2 * a * b - a * d - b * c + 2 * c * d - 1) * h12
  have hcases : a * d - b * c = 1 ∨ a * d - b * c = -1 := by
    have h0 : (a * d - b * c - 1) * (a * d - b * c + 1) = 0 := by linear_combination hdet
    rcases mul_eq_zero.1 h0 with h0 | h0
    · exact Or.inl (by linarith)
    · exact Or.inr (by linarith)
  rcases hcases with e | e
  · left
    have e1 : a - c = d := by
      linear_combination d * h11 - c / 2 * h12 - (2 * a - c) / 2 * e
    have e2 : b = -c := by
      linear_combination d / 2 * h12 - c * h22 - (2 * b - d) / 2 * e
    ext i j
    fin_cases i <;> fin_cases j <;>
      simp [Matrix.mul_apply, Fin.sum_univ_two, ← ha, ← hb, ← hc, ← hd] <;> linarith
  · right
    have e1 : a = -d := by
      linear_combination -d * h11 + c / 2 * h12 + (2 * a - c) / 2 * e
    have e2 : b = c + d := by
      linear_combination (2 * b - d) / 2 * e - d / 2 * h12 + c * h22
    ext i j
    fin_cases i <;> fin_cases j <;>
      simp [Matrix.mul_apply, Fin.sum_univ_two, ← ha, ← hb, ← hc, ← hd] <;> linarith

/-- A plane group with lattice `Z²` and a sixfold linear part, all of whose linear parts preserve
hexagonal lengths, is symmorphic. -/
theorem hexagonal_symmorphic {G : Subgroup Seitz} (hL : HasLattice G)
    (hZ : ∃ z ∈ G, z.rot = sixfold)
    (hiso : ∀ g ∈ G, ∀ v, hexNormSq (g.rot.val *ᵥ v) = hexNormSq v) :
    ∃ s, IsSymmorphicAt G s :=
  symmorphic_of_sixfold hL hZ fun g hg => conj_sixfold_of_isometry g.rot (hiso g hg)

lemma shifted_mul (s : Fin 2 → ℝ) (g h : Seitz) :
    shifted s (g * h) = shifted s g + g.rot.val *ᵥ shifted s h := by
  simp only [shifted, mul_trans, mul_rot, Units.val_mul, mulVec_sub, mulVec_add, mulVec_mulVec]
  abel

lemma shifted_translation (s t : Fin 2 → ℝ) : shifted s (translation t) = t := by
  simp only [shifted, translation, Units.val_one, one_mulVec, add_sub_cancel_right]

lemma rot_inv_mulVec (g : Seitz) (v : Fin 2 → ℝ) :
    g.rot.val *ᵥ ((g⁻¹).rot.val *ᵥ v) = v := by
  rw [mulVec_mulVec, inv_rot, Units.mul_inv, one_mulVec]

/-- The operators whose linear part preserves the lattice and hexagonal lengths and whose
translation part, seen from `s`, is a lattice vector. -/
def hexGroup (s : Fin 2 → ℝ) : Subgroup Seitz where
  carrier := {g | (∀ v, g.rot.val *ᵥ v ∈ lattice ↔ v ∈ lattice) ∧
    (∀ v, hexNormSq (g.rot.val *ᵥ v) = hexNormSq v) ∧ shifted s g ∈ lattice}
  one_mem' := by
    refine ⟨fun v => ?_, fun v => ?_, ?_⟩
    · rw [one_rot, Units.val_one, one_mulVec]
    · rw [one_rot, Units.val_one, one_mulVec]
    · exact (shifted_translation s 0).symm ▸ lattice.zero_mem
  mul_mem' := by
    rintro g h ⟨g1, g2, g3⟩ ⟨h1, h2, h3⟩
    refine ⟨fun v => ?_, fun v => ?_, ?_⟩
    · rw [mul_rot, Units.val_mul, ← mulVec_mulVec, g1, h1]
    · rw [mul_rot, Units.val_mul, ← mulVec_mulVec, g2, h2]
    · rw [shifted_mul]
      exact lattice.add_mem g3 ((g1 _).2 h3)
  inv_mem' := by
    rintro g ⟨g1, g2, g3⟩
    refine ⟨fun v => ?_, fun v => ?_, ?_⟩
    · rw [← g1 ((g⁻¹).rot.val *ᵥ v), rot_inv_mulVec]
    · rw [← g2 ((g⁻¹).rot.val *ᵥ v), rot_inv_mulVec]
    · have h := shifted_mul s g g⁻¹
      have h0 : shifted s (1 : Seitz) = 0 := shifted_translation s 0
      rw [mul_inv_cancel, h0] at h
      apply (g1 _).1
      rw [eq_neg_of_add_eq_zero_right h.symm]
      exact lattice.neg_mem g3

/-- For every point `s`, the group `hexGroup s` has lattice `Z²`, a sixfold linear part, and linear
parts that preserve hexagonal lengths and conjugate the sixfold rotation to itself or its inverse. -/
theorem hexGroup_witness (s : Fin 2 → ℝ) :
    HasLattice (hexGroup s) ∧ (∃ z ∈ hexGroup s, z.rot = sixfold) ∧
    (∀ g ∈ hexGroup s, ∀ v, hexNormSq (g.rot.val *ᵥ v) = hexNormSq v) ∧
    ∀ g ∈ hexGroup s, g.rot * sixfold * g.rot⁻¹ = sixfold ∨
      g.rot * sixfold * g.rot⁻¹ = sixfold⁻¹ := by
  refine ⟨fun t => ⟨fun h => ?_, fun h => ⟨fun v => ?_, fun v => ?_, ?_⟩⟩,
    ⟨⟨sixfold, s - sixfold.val *ᵥ s⟩, ⟨fun v => ?_, fun v => ?_, ?_⟩, rfl⟩,
    fun g hg => hg.2.1, fun g hg => conj_sixfold_of_isometry g.rot hg.2.1⟩
  · exact shifted_translation s t ▸ h.2.2
  · simp only [translation, Units.val_one, one_mulVec]
  · simp only [translation, Units.val_one, one_mulVec]
  · rwa [shifted_translation]
  · simp only [sixfold_mulVec, mem_lattice, cons_val_zero, cons_val_one]
    constructor
    · rintro ⟨⟨m, hm⟩, ⟨n, hn⟩⟩
      exact ⟨⟨n, hn⟩, ⟨n - m, by push_cast; linarith⟩⟩
    · rintro ⟨⟨m, hm⟩, ⟨n, hn⟩⟩
      exact ⟨⟨m - n, by push_cast; linarith⟩, ⟨m, hm⟩⟩
  · simp only [sixfold_mulVec, hexNormSq, cons_val_zero, cons_val_one]
    ring
  · have h0 : shifted s ⟨sixfold, s - sixfold.val *ᵥ s⟩ = 0 := by
      simp only [shifted, sub_add_cancel, sub_self]
    rw [h0]
    exact lattice.zero_mem

end

end HexagonalPlaneGroups
```

```lean
#print axioms HexagonalPlaneGroups.symmorphic_of_sixfold
-- 'HexagonalPlaneGroups.symmorphic_of_sixfold' depends on axioms: [propext, Classical.choice, Quot.sound]
#print axioms HexagonalPlaneGroups.symmorphic_origin_unique
-- 'HexagonalPlaneGroups.symmorphic_origin_unique' depends on axioms: [propext, Classical.choice, Quot.sound]
#print axioms HexagonalPlaneGroups.hexagonal_symmorphic
-- 'HexagonalPlaneGroups.hexagonal_symmorphic' depends on axioms: [propext, Classical.choice, Quot.sound]
```

## What the theorems say

A `Seitz` operator has an invertible real matrix `rot` and a real vector `trans`, in lattice coordinates. `HasLattice G` says that the pure translations in `G` are exactly the integer vectors, so the cell is primitive. `shifted s g` is $u_g$. `IsSymmorphicAt G s` says that, seen from `s`, `G` consists of precisely the operators with a linear part from `G` and an integer translation part.

`symmorphic_of_sixfold` assumes the conjugation condition and gives an origin `s`. `hexagonal_symmorphic` replaces that condition by the physical one, that symmetry operations preserve distances, expressed through `hexNormSq`. By `symmorphic_origin_unique`, the admissible origins form one class modulo $\mathbb Z^2$. `hexGroup_witness` gives, for every point `s`, a group that meets all these hypotheses.

The hexagonal basis is part of the input: the file does not construct it from a general lattice with a sixfold rotation. Nor does it treat three dimensions, where screw axes occur.

For a non-interacting, spinless electron in a strictly two-dimensional crystal of this kind, Bloch states at any wavevector can be classified by ordinary representations of the point group of that wavevector, even on the zone boundary.

## How the proof follows the calculation

`sub_mem_of_rot_eq` is step 1, and `isSymmorphicAt_iff` contains step 4: it reduces symmorphism to integrality of all shifted translations. `mem_lattice_of_sub_rotated` inverts $I-W$ by solving for the two integer coordinates.

In `symmorphic_of_sixfold`, the vector `![z.trans 0 - z.trans 1, z.trans 0]` is $Zt_z$. The statement `key` compares $gz$ with $wg$, and the final case split chooses `z` or `z⁻¹`.

For uniqueness, changing the origin by $\delta=s'-s$ changes $u_g$ by $R\delta-\delta$. Applied to $z$, this forces $\delta\in\mathbb Z^2$. Conversely, if $\delta$ is a lattice vector, comparing $g$ times the translation by $\delta$ with $g$ shows that $R\delta$ is one too, so integrality is kept.

`conj_sixfold_of_isometry` tests length preservation on $(1,0)$, $(0,1)$ and $(1,1)$, which yields the three equations contained in $R^TMR=M$. The `linear_combination` steps derive the determinant and the entry relations above. For `hexGroup`, closure under products rests on `shifted_mul`, the composition law seen from `s`.
